# A reflection followed by a translation squares to a translation by twice its glide vector, and a glide plane can cause systematic absences

When a symmetry operation is read from a structure file as a mirror matrix M and a translation t, a practical step is to split t into a part along the mirror normal and a part parallel to the mirror. The first part locates the plane, and the second is the glide. The split below is for a unit normal n in Cartesian coordinates. If the file gives M and t in fractional coordinates, they are first converted to Cartesian ones, and a Cartesian normal such as (1, 1, 0) is divided by √2.

Such an operation, as a symmetry of a crystal, can also make terms of a diffraction calculation vanish. That is shown here for single scattering from finitely many atoms per cell, each with one scattering factor.

## The operation and its glide vector

Vectors are real functions on a finite index set `ι`, so the dimension is arbitrary; for a crystal, `ι` has three elements. A second finite set, `κ`, will label the atoms of the cell.

```lean
import Mathlib

open Matrix

namespace GlidePlane

noncomputable section

variable {ι κ : Type*} [Fintype ι] [DecidableEq ι] [Fintype κ]
```

The reflection with unit normal n is the matrix

M = 1 − 2 n nᵀ.

In Lean, `vecMulVec n n` is the dyad n nᵀ, with entries nᵢ nⱼ.

```lean
/-- The matrix `1 - 2 n nᵀ`, which for a unit vector `n` is the mirror reflection
with normal `n`. -/
def mirror (n : ι → ℝ) : Matrix ι ι ℝ := 1 - (2 : ℝ) • vecMulVec n n
```

The operation, written g below, reflects first and translates afterwards:

g(x) = M x + t.

The symbol `*ᵥ` applies a matrix to a vector. The mirror matrix refers to a plane through the origin, so any displacement of the actual plane is contained in t.

```lean
/-- The operation `(M, t)`: apply the matrix `M = 1 - 2 n nᵀ`, then translate by `t`. -/
def glideOp (n t x : ι → ℝ) : ι → ℝ := mirror n *ᵥ x + t
```

Removing from t its component along n leaves the glide vector

w = t − (n·t) n.

The dot product n·t is written `n ⬝ᵥ t`, and `•` is multiplication by a scalar.

```lean
/-- The vector `t - (n·t) n`, which for a unit vector `n` is the part of the translation `t`
parallel to the mirror. -/
def glideVector (n t : ι → ℝ) : ι → ℝ := t - (n ⬝ᵥ t) • n
```

Planes normal to n are labelled by their height c, through the equation n·x = c. In two dimensions such a "plane" is a line, and in one dimension a point.

```lean
/-- The set of points `x` with `n·x = c`, a plane with normal `n` when `n` is nonzero. -/
def plane (n : ι → ℝ) (c : ℝ) : Set (ι → ℝ) := {x | n ⬝ᵥ x = c}
```

## What the operation does to a point and to its height

The i-th component of n nᵀ x is Σⱼ nᵢ nⱼ xⱼ = (n·x) nᵢ, so the dyad sends x to (n·x) n. Therefore

g(x) = x − 2(n·x) n + t.

The proof checks the action of the dyad component by component, as `h`, and then expands the matrix product. This formula needs no normalisation of n.

```lean
/-- The operation `(M, t)` in vector form: `x` goes to `x - 2 (n·x) n + t`. -/
theorem glideOp_eq (n t x : ι → ℝ) :
    glideOp n t x = x - (2 * (n ⬝ᵥ x)) • n + t := by
  -- the dyad `n nᵀ` projects onto the normal
  have h : vecMulVec n n *ᵥ x = (n ⬝ᵥ x) • n := by
    ext i
    simp only [Matrix.mulVec, dotProduct, Matrix.vecMulVec_apply, Pi.smul_apply,
      smul_eq_mul, Finset.sum_mul]
    exact Finset.sum_congr rfl fun j _ => by ring
  rw [glideOp, mirror, Matrix.sub_mulVec, Matrix.one_mulVec, Matrix.smul_mulVec, h, smul_smul]
```

Now take the dot product with n and use n·n = 1, which is the hypothesis `hn`:

n·g(x) = n·x − 2(n·x)(n·n) + n·t = n·t − n·x.

The operation reverses heights and shifts them by n·t.

```lean
/-- For a unit normal `n`, the operation sends a point at height `n·x` to height
`n·t - n·x`. -/
theorem dot_glideOp {n : ι → ℝ} (hn : n ⬝ᵥ n = 1) (t x : ι → ℝ) :
    n ⬝ᵥ glideOp n t x = n ⬝ᵥ t - n ⬝ᵥ x := by
  rw [glideOp_eq, dotProduct_add, dotProduct_sub, dotProduct_smul, hn, smul_eq_mul]
  ring
```

## Two applications give a translation

Apply the vector formula to the point g(x), whose height is n·t − n·x:

g(g(x)) = g(x) − 2(n·t − n·x) n + t
= x − 2(n·x) n + t − 2(n·t) n + 2(n·x) n + t
= x + 2(t − (n·t) n)
= x + 2w.

The Lean proof makes the same substitutions, and `module` collects the vector terms.

```lean
/-- For a unit normal, applying the operation twice translates every point by twice the
glide vector. -/
theorem glideOp_sq {n : ι → ℝ} (hn : n ⬝ᵥ n = 1) (t x : ι → ℝ) :
    glideOp n t (glideOp n t x) = x + (2 : ℝ) • glideVector n t := by
  rw [glideOp_eq n t (glideOp n t x), dot_glideOp hn, glideOp_eq, glideVector]
  module
```

## The plane that is mapped onto itself

If x has height n·t/2, the reflection term becomes −(n·t) n, and

g(x) = x − (n·t) n + t = x + w.

On this plane the operation is a pure translation by the glide vector.

```lean
/-- On the plane `n·x = n·t/2` the operation is the translation by the glide vector. -/
theorem glideOp_on_plane {n t x : ι → ℝ} (hx : x ∈ plane n (n ⬝ᵥ t / 2)) :
    glideOp n t x = x + glideVector n t := by
  have hx' : n ⬝ᵥ x = n ⬝ᵥ t / 2 := hx
  rw [glideOp_eq, hx', glideVector]
  module
```

No other plane normal to n is mapped onto itself. The point c n lies on the plane of height c, since n·(c n) = c. Its image has height n·t − c. If the plane is mapped onto itself, then n·t − c = c, so c = n·t/2.

Conversely, let c = n·t/2. A point of the plane goes to height n·t − n·t/2 = n·t/2, so its image stays in the plane. Every point y of the plane is also reached. Since

n·w = n·t − (n·t)(n·n) = 0,

the point y − w lies in the plane as well, and g(y − w) = y − w + w = y.

The Lean expression `glideOp n t '' plane n c` is the set of all images of points of the plane. Its equality with `plane n c` therefore covers both staying in the plane and filling it.

```lean
/-- For a unit normal `n`, the plane `n·x = c` is mapped onto itself exactly when
`c = n·t/2`. -/
theorem image_plane_iff {n : ι → ℝ} (hn : n ⬝ᵥ n = 1) (t : ι → ℝ) (c : ℝ) :
    glideOp n t '' plane n c = plane n c ↔ c = n ⬝ᵥ t / 2 := by
  constructor
  · intro h
    -- follow the point `c n` of the plane
    have hc : c • n ∈ plane n c := by
      show n ⬝ᵥ (c • n) = c
      rw [dotProduct_smul, hn, smul_eq_mul, mul_one]
    have hg : glideOp n t (c • n) ∈ plane n c := h ▸ Set.mem_image_of_mem _ hc
    have hg' : n ⬝ᵥ glideOp n t (c • n) = c := hg
    have hc' : n ⬝ᵥ (c • n) = c := hc
    rw [dot_glideOp hn, hc'] at hg'
    linarith
  · rintro rfl
    ext y
    constructor
    · rintro ⟨x, hx, rfl⟩
      have hx' : n ⬝ᵥ x = n ⬝ᵥ t / 2 := hx
      show n ⬝ᵥ glideOp n t x = n ⬝ᵥ t / 2
      rw [dot_glideOp hn, hx']
      ring
    · intro hy
      have hy' : n ⬝ᵥ y = n ⬝ᵥ t / 2 := hy
      -- the preimage of `y` lies one glide vector behind it
      have hw : y - glideVector n t ∈ plane n (n ⬝ᵥ t / 2) := by
        show n ⬝ᵥ (y - glideVector n t) = n ⬝ᵥ t / 2
        rw [glideVector, dotProduct_sub, dotProduct_sub, dotProduct_smul, hn, smul_eq_mul, hy']
        ring
      exact ⟨_, hw, by rw [glideOp_on_plane hw, sub_add_cancel]⟩
```

## When some point stays fixed

If g(x) = x, then also g(g(x)) = x. The formula for the square gives 2w = 0, hence t = (n·t) n.

Conversely, if t = c n, the point (c/2) n is fixed:

g((c/2) n) = (c/2) n − c n + c n = (c/2) n.

The value c = 0 is included. A fixed point thus exists exactly when the operation is a pure mirror, possibly displaced from the origin. This concerns the single operation (M, t): if w is a nonzero lattice vector, (M, t) fixes no point, although combining it with the lattice translation −w gives a mirror.

```lean
/-- For a unit normal `n`, the operation has a fixed point exactly when `t` is a multiple
of `n`. -/
theorem exists_fixed_iff {n : ι → ℝ} (hn : n ⬝ᵥ n = 1) (t : ι → ℝ) :
    (∃ x, glideOp n t x = x) ↔ ∃ c : ℝ, t = c • n := by
  constructor
  · rintro ⟨x, hx⟩
    -- a fixed point is also fixed by the square, so the glide vector vanishes
    have h2 := glideOp_sq hn t x
    rw [hx, hx] at h2
    have h0 : (2 : ℝ) • glideVector n t = 0 :=
      add_left_cancel (a := x) (by rw [add_zero]; exact h2.symm)
    have hw := (smul_eq_zero.mp h0).resolve_left two_ne_zero
    rw [glideVector] at hw
    exact ⟨n ⬝ᵥ t, sub_eq_zero.mp hw⟩
  · rintro ⟨c, rfl⟩
    refine ⟨(c / 2) • n, ?_⟩
    rw [glideOp_eq, dotProduct_smul, hn, smul_eq_mul]
    module
```

The next theorem combines the square, the invariance of the plane and the fixed-point criterion, with the glide vector and the plane written out. The uniqueness of the plane's height remains in `image_plane_iff`.

```lean
/-- For a unit normal `n` and any `t`, the square of `(M, t)` is the translation by
`2 (t - (n·t) n)`, the plane `n·x = n·t/2` is mapped onto itself, and a fixed point exists
exactly when `t` is a multiple of `n`. -/
theorem glide_plane {n : ι → ℝ} (hn : n ⬝ᵥ n = 1) (t : ι → ℝ) :
    (∀ x, glideOp n t (glideOp n t x) = x + (2 : ℝ) • (t - (n ⬝ᵥ t) • n)) ∧
    glideOp n t '' {x | n ⬝ᵥ x = n ⬝ᵥ t / 2} = {x | n ⬝ᵥ x = n ⬝ᵥ t / 2} ∧
    ((∃ x, glideOp n t x = x) ↔ ∃ c : ℝ, t = c • n) :=
  ⟨glideOp_sq hn t, (image_plane_iff hn t _).mpr rfl, exists_fixed_iff hn t⟩
```

## From the glide plane to missing diffraction spots

Let atom j have position rⱼ and scattering factor fⱼ, a complex number taken at the scattering vector h under consideration. The structure factor is

F(h) = Σⱼ fⱼ exp(2πi h·rⱼ).

The factor 2π stands in the exponent, so h is measured without it, and h·l is an integer when h is a reciprocal-lattice vector and l a lattice vector.

```lean
/-- The structure factor `F(h) = ∑ⱼ fⱼ exp(2πi h·rⱼ)` of finitely many atoms with
scattering factors `fⱼ` at positions `rⱼ`. -/
def structureFactor (f : κ → ℂ) (r : κ → ι → ℝ) (h : ι → ℝ) : ℂ :=
  ∑ j, f j * Complex.exp (2 * Real.pi * Complex.I * ((h ⬝ᵥ r j : ℝ) : ℂ))
```

Suppose that g is a symmetry of the crystal. It carries each atom j to an equivalent atom σ(j), up to a lattice vector lⱼ:

r_σ(j) = g(rⱼ) + lⱼ, with f_σ(j) = fⱼ.

The file does not construct a lattice. The hypothesis `hr` keeps only what the argument uses, namely that h·lⱼ is an integer, called m in the proof. The permutation `σ` and the equality `hf` state that the operation exchanges atoms which scatter alike. These conditions stand for the crystal symmetry and are assumed, not derived from a list of coordinates.

Let h be perpendicular to n. Then

h·g(rⱼ) = h·rⱼ − 2(n·rⱼ)(h·n) + h·t = h·rⱼ + h·t.

Summing over σ(j) instead of j does not change F(h), and the integers h·lⱼ drop out of the exponential:

F(h) = Σⱼ f_σ(j) exp(2πi h·r_σ(j))
= Σⱼ fⱼ exp(2πi (h·rⱼ + h·t))
= exp(2πi h·t) F(h).

If F(h) were nonzero, the phase would equal 1 and h·t would be an integer. When h·t is not an integer, F(h) = 0.

In the proof, `key` is the phase relation. `Equiv.sum_comp` relabels the atoms, `hd` computes h·r_σ(j), and `he` splits the exponent so that the integer part contributes a factor of 1. The last lines cancel F(h) and read off the integer from the phase. The normal need not have unit length here, because h·n = 0 removes the reflection term whatever the length of n.

```lean
/-- Systematic absence: let `(M, t)` permute the atoms, with equal scattering factors, up to
shifts whose product with `h` is an integer. If `h` is perpendicular to `n` and `h·t` is not
an integer, then `F(h) = 0`. -/
theorem systematic_absence {n t h : ι → ℝ} (f : κ → ℂ) (r : κ → ι → ℝ)
    (σ : Equiv.Perm κ) (hf : ∀ j, f (σ j) = f j)
    (hr : ∀ j, ∃ m : ℤ, h ⬝ᵥ (r (σ j) - glideOp n t (r j)) = m)
    (hh : h ⬝ᵥ n = 0) (ht : ∀ m : ℤ, h ⬝ᵥ t ≠ m) :
    structureFactor f r h = 0 := by
  -- relabelling the atoms multiplies the structure factor by a phase
  have key : structureFactor f r h =
      Complex.exp (2 * Real.pi * Complex.I * ((h ⬝ᵥ t : ℝ) : ℂ)) * structureFactor f r h := by
    unfold structureFactor
    refine (Equiv.sum_comp σ (fun j => f j *
      Complex.exp (2 * Real.pi * Complex.I * ((h ⬝ᵥ r j : ℝ) : ℂ)))).symm.trans ?_
    rw [Finset.mul_sum]
    refine Finset.sum_congr rfl fun j _ => ?_
    obtain ⟨m, hm⟩ := hr j
    have hd : h ⬝ᵥ r (σ j) = h ⬝ᵥ r j + h ⬝ᵥ t + m := by
      rw [glideOp_eq, dotProduct_sub, dotProduct_add, dotProduct_sub, dotProduct_smul, hh,
        smul_eq_mul] at hm
      linarith
    have he : 2 * Real.pi * Complex.I * ((h ⬝ᵥ r j + h ⬝ᵥ t + m : ℝ) : ℂ) =
        2 * Real.pi * Complex.I * ((h ⬝ᵥ t : ℝ) : ℂ) +
        2 * Real.pi * Complex.I * ((h ⬝ᵥ r j : ℝ) : ℂ) +
        m * (2 * Real.pi * Complex.I) := by
      push_cast
      ring
    rw [hf, hd, he, Complex.exp_add, Complex.exp_add, Complex.exp_int_mul_two_pi_mul_I]
    ring
  by_contra hF
  -- a nonzero structure factor would force the phase to be one
  have h1 := mul_right_cancel₀ hF ((one_mul _).trans key)
  obtain ⟨m, hm⟩ := Complex.exp_eq_one_iff.mp h1.symm
  rw [mul_comm (m : ℂ)] at hm
  have hm' := mul_left_cancel₀ Complex.two_pi_I_ne_zero hm
  exact ht m (by exact_mod_cast hm')

end

end GlidePlane
```

As an example, let a₃ be a lattice vector perpendicular to n, and let the operation with t = a₃/2 be a symmetry of the crystal. Among the reciprocal-lattice vectors h perpendicular to n, those with h·a₃ odd have h·t half-integral, and their spots are absent.

The condition h·n = 0 matters already for one atom in one dimension. Take n = 1, t = 1/2 and lattice spacing 1. The operation is x ↦ −x + 1/2, a mirror at x = 1/4. Put an atom with f = 1 at r = 1/4, where it is fixed, and let h = 1. All the symmetry conditions hold and h·t = 1/2 is not an integer, yet

F(1) = exp(2πi/4) = i ≠ 0.

Here h is parallel to n, and the reflection term that the proof discards contributes to the phase.

```lean
#print axioms GlidePlane.glideOp_on_plane
#print axioms GlidePlane.glide_plane
#print axioms GlidePlane.systematic_absence
```

```
'GlidePlane.glideOp_on_plane' depends on axioms: [propext, Classical.choice, Quot.sound]
'GlidePlane.glide_plane' depends on axioms: [propext, Classical.choice, Quot.sound]
'GlidePlane.systematic_absence' depends on axioms: [propext, Classical.choice, Quot.sound]
```
